# Operator-centre derivatives of pVp integrals from their orbital-centre derivatives

An integral over two orbitals and a potential depends on three centres, and before its derivatives can be related one must decide in which of these centres it is assumed to be differentiable. For the main rule below, the assumption concerns only the two orbital centres, taken jointly, while the centre of the potential is held fixed. Differentiability in the operator centre is then a conclusion, and the value of the derivative comes with it.

## Moving the operator is moving both orbitals back

Let \(f\) and \(g\) be real orbitals and \(v\) a real potential, all functions on \(\mathbb{R}^3\). With \(f\) centred at \(A\), \(g\) at \(B\) and \(v\) at \(C\), define

\[
F(A,B,C)=\int f(r-A)\,v(r-C)\,g(r-B)\,dr .
\]

The scalar pVp integral has the gradients of the orbitals in place of the orbitals:

\[
W(A,B,C)=\int \sum_{i} \partial_i[f(r-A)]\;v(r-C)\;\partial_i[g(r-B)]\,dr ,
\]

where \(i=0,1,2\) labels the Cartesian axes. In atomic units this is the matrix element of \(\mathbf p\cdot V\mathbf p\), after an integration by parts that is legitimate for well-behaved, decaying orbitals.

Shift all three centres by \(t\). The substitution \(r=r'+t\) gives

\[
F(A+t,B+t,C+t)=\int f(r'-A)\,v(r'-C)\,g(r'-B)\,dr'=F(A,B,C).
\]

The same works for \(W\), because differentiating a displaced orbital gives the displaced derivative, \(\partial_i[f(r-A)]=(\partial_i f)(r-A)\).

Now move only the operator, from \(C\) to \(C+h\). Shifting all three centres by \(-h\) leaves the value unchanged, so

\[
F(A,B,C+h)=F(A-h,B-h,C).
\]

Suppose that \(F\), at fixed \(C\), is differentiable at \((A,B)\) in both orbital centres together. Let \(D_A\) and \(D_B\) be its partial derivatives there, regarded as linear maps from a displacement to the first-order change of the integral. Then

\[
F(A-h,B-h,C)=F(A,B,C)+D_A(-h)+D_B(-h)+o(|h|).
\]

The linear term is \(-(D_A+D_B)h\). Hence the derivative in \(C\) exists, and in components

\[
\frac{\partial F}{\partial C_i}=-\left(\frac{\partial F}{\partial A_i}+\frac{\partial F}{\partial B_i}\right).
\]

Apart from this differentiability, only shift invariance was used, so the rule holds for \(W\) under the same assumption. Joint differentiability matters because both orbitals move at once: for a general function, the existence of two separate partial derivatives does not determine the change along such a combined displacement.

In nuclear gradients of scalar-relativistic methods, this lets the operator-centre derivative of a one-electron pVp integral over real orbitals be assembled from orbital-centre derivatives, with the potential of each nucleus treated as a separate term. The potential itself then need not be differentiated.

## Centres, integrals and shift invariance in Lean

```lean
import Mathlib

open MeasureTheory

namespace OperatorCentreDerivatives

noncomputable section
```

Centres and integration points both live in three-dimensional Euclidean space.

```lean
/-- Physical space, in which the orbital and operator centres lie. -/
abbrev R3 := EuclideanSpace ℝ (Fin 3)
```

The first integral is \(F\), with the arguments in the order \(A,B,C\): first orbital, second orbital, operator. The functions `f`, `v` and `g` are arbitrary, and their shapes do not change when their centres move.

```lean
/-- The integral of an orbital `f` centred at `A`, a potential `v` centred at `C` and an
orbital `g` centred at `B`. -/
def threeCentre (f v g : R3 → ℝ) (A B C : R3) : ℝ :=
  ∫ r, f (r - A) * v (r - C) * g (r - B)
```

A Cartesian partial derivative is the Fréchet derivative applied to the unit vector along axis `i`.

```lean
/-- The Cartesian partial derivative of a differentiable function `f` along axis `i`. -/
def partialD (i : Fin 3) (f : R3 → ℝ) (r : R3) : ℝ :=
  fderiv ℝ f r (EuclideanSpace.single i 1)
```

The definition of `pVp` differentiates the displaced orbitals themselves, as in the formula for \(W\). It contains only the scalar product of the gradients; the spin-orbit part, built from their cross product, is not treated.

```lean
/-- The scalar pVp integral of differentiable real orbitals: the gradients of the displaced
orbitals are contracted with each other around the displaced potential. -/
def pVp (f v g : R3 → ℝ) (A B C : R3) : ℝ :=
  ∫ r, ∑ i, partialD i (fun x => f (x - A)) r * v (r - C) * partialD i (fun x => g (x - B)) r
```

The property on which everything rests is stated for an arbitrary function of three centres.

```lean
/-- A function of three centres is shift invariant if a common displacement of all three
leaves its value unchanged. -/
def IsShiftInvariant (F : R3 → R3 → R3 → ℝ) : Prop :=
  ∀ t A B C, F (A + t) (B + t) (C + t) = F A B C
```

The next definition packs the three centres into one point of \(\mathbb{R}^3\times\mathbb{R}^3\times\mathbb{R}^3\), so that one can speak of the derivative with respect to the whole geometry. It is needed only for the last theorem.

```lean
/-- A function of three centres, read as a function of the whole geometry. -/
def joint (F : R3 → R3 → R3 → ℝ) (p : R3 × R3 × R3) : ℝ := F p.1 p.2.1 p.2.2
```

## Both integrals are shift invariant

The first lemma is the identity \(\partial_i[f(r-A)]=(\partial_i f)(r-A)\). It follows from Mathlib's rule for the derivative of a function composed with a translation.

```lean
/-- The partial derivative of a displaced orbital is the displaced partial derivative. -/
theorem partialD_shift (f : R3 → ℝ) (i : Fin 3) (A r : R3) :
    partialD i (fun x => f (x - A)) r = partialD i f (r - A) := by
  have h : fderiv ℝ (fun x => f (x - A)) r = fderiv ℝ f (r - A) := by
    simpa only [sub_eq_add_neg] using fderiv_comp_add_right (𝕜 := ℝ) (f := f) (x := r) (-A)
  unfold partialD
  rw [h]
```

The substitution \(r=r'+t\) is `integral_add_right_eq_self`, the translation invariance of Lebesgue measure. After it, each argument has the form \((r+t)-(A+t)\), which simplifies to \(r-A\). No integrability is assumed: Lean assigns the value zero to the integral of a non-integrable function, and a translation does not affect integrability.

```lean
/-- The three-centre integral is unchanged by a common shift of its centres. -/
theorem threeCentre_shift (f v g : R3 → ℝ) : IsShiftInvariant (threeCentre f v g) := by
  intro t A B C
  -- move the integration variable along with the centres
  have h := integral_add_right_eq_self (μ := (volume : Measure R3))
    (fun r => f (r - (A + t)) * v (r - (C + t)) * g (r - (B + t))) t
  simpa only [threeCentre, add_sub_add_right_eq_sub] using h.symm
```

For the pVp integral, `partialD_shift` replaces the derivatives of the displaced orbitals by displaced derivatives. The same substitution then applies to the whole sum.

```lean
/-- The pVp integral is unchanged by a common shift of its centres. -/
theorem pVp_shift (f v g : R3 → ℝ) : IsShiftInvariant (pVp f v g) := by
  intro t A B C
  have h := integral_add_right_eq_self (μ := (volume : Measure R3))
    (fun r => ∑ i, partialD i f (r - (A + t)) * v (r - (C + t)) *
      partialD i g (r - (B + t))) t
  simpa only [pVp, partialD_shift f, partialD_shift g, add_sub_add_right_eq_sub] using h.symm
```

## The derivative in the operator centre

The central theorem holds for any shift-invariant `F`. Its hypothesis says that, at fixed `C`, the function of the two orbital centres has a derivative at `(A, B)`, namely the map `DA.coprod DB`, which sends a pair of displacements \((x,y)\) to \(D_A x+D_B y\). Its conclusion says that the function of the operator centre has the derivative `-(DA + DB)` at `C`. Since `HasFDerivAt` states that a given linear map is the derivative, existence is part of what is proved.

In the proof, `key` is the identity \(F(A,B,C+h)=F(A-h,B-h,C)\) with \(h=C'-C\). The statement `hs` says that a centre moving as \(X-(C'-C)\) has minus the identity as its derivative, and `hc` is the chain rule. The last lines use linearity to turn \(D_A(-x)+D_B(-x)\) into \(-(D_Ax+D_Bx)\).

```lean
/-- If a shift-invariant function is differentiable in the two orbital centres jointly, it is
differentiable in the operator centre, with minus the sum of the orbital-centre derivatives. -/
theorem hasFDerivAt_operatorCentre {F : R3 → R3 → R3 → ℝ} (hF : IsShiftInvariant F)
    {A B C : R3} {DA DB : R3 →L[ℝ] ℝ}
    (h : HasFDerivAt (fun p : R3 × R3 => F p.1 p.2 C) (DA.coprod DB) (A, B)) :
    HasFDerivAt (fun C' => F A B C') (-(DA + DB)) C := by
  -- moving the operator is the same as moving both orbitals the other way
  have key : (fun C' => F A B C') = fun C' => F (A - (C' - C)) (B - (C' - C)) C := by
    funext C'
    have h1 := hF (C' - C) (A - (C' - C)) (B - (C' - C)) C
    simpa only [sub_add_cancel, add_sub_cancel] using h1
  have hs : ∀ X : R3, HasFDerivAt (fun C' : R3 => X - (C' - C))
      (-(ContinuousLinearMap.id ℝ R3)) C :=
    fun X => ((hasFDerivAt_id C).sub_const C).const_sub X
  have h' : HasFDerivAt (fun p : R3 × R3 => F p.1 p.2 C) (DA.coprod DB)
      (A - (C - C), B - (C - C)) := by
    simpa only [sub_self, sub_zero] using h
  have hc := HasFDerivAt.comp (f := fun C' : R3 => (A - (C' - C), B - (C' - C))) C h'
    ((hs A).prodMk (hs B))
  rw [key]
  refine hc.congr_fderiv (ContinuousLinearMap.ext fun x => ?_)
  show DA (-x) + DB (-x) = -(DA x + DB x)
  rw [map_neg, map_neg]
  ring
```

A different model would assume differentiability in all three centres jointly. The proof would then only have to differentiate a constant along a common shift, but the existence of the operator-centre derivative would be put in by hand. The range of integrals would stay the same, since \(F(A',B',C')=F(A'-(C'-C),\,B'-(C'-C),\,C)\) carries differentiability in two centres over to three. What would change is how much a user has to establish before applying the rule.

The next version names no linear maps in advance and uses the separate derivatives in \(A\), \(B\) and \(C\), as a gradient program would tabulate them. The joint derivative `L` is restricted to displacements \((x,0)\) and \((0,x)\), which gives the two partial derivatives. The step `hsplit` checks that they add up to `L` again, and the previous theorem finishes the proof.

```lean
/-- If a shift-invariant function is differentiable in the two orbital centres jointly, its
derivative in the operator centre is minus the sum of its separate derivatives in the orbital
centres. -/
theorem fderiv_operatorCentre {F : R3 → R3 → R3 → ℝ} (hF : IsShiftInvariant F) {A B C : R3}
    (h : DifferentiableAt ℝ (fun p : R3 × R3 => F p.1 p.2 C) (A, B)) :
    fderiv ℝ (fun C' => F A B C') C =
      -(fderiv ℝ (fun A' => F A' B C) A + fderiv ℝ (fun B' => F A B' C) B) := by
  obtain ⟨L, hL⟩ := h
  have hA : HasFDerivAt (fun A' => F A' B C) (L.comp (ContinuousLinearMap.inl ℝ R3 R3)) A :=
    HasFDerivAt.comp (f := fun A' : R3 => (A', B)) A hL (hasFDerivAt_prodMk_left A B)
  have hB : HasFDerivAt (fun B' => F A B' C) (L.comp (ContinuousLinearMap.inr ℝ R3 R3)) B :=
    HasFDerivAt.comp (f := fun B' : R3 => (A, B')) B hL (hasFDerivAt_prodMk_right A B)
  -- the joint derivative splits into its two partial derivatives
  have hsplit : L = (L.comp (ContinuousLinearMap.inl ℝ R3 R3)).coprod
      (L.comp (ContinuousLinearMap.inr ℝ R3 R3)) := by
    refine ContinuousLinearMap.ext fun x => ?_
    show L x = L (x.1, 0) + L (0, x.2)
    rw [← map_add, Prod.mk_add_mk, add_zero, zero_add]
  rw [hA.fderiv, hB.fderiv]
  exact (hasFDerivAt_operatorCentre hF (hL.congr_fderiv hsplit)).fderiv
```

For the two integrals, the shift invariance required by the general theorem is already established, and only the differentiability hypothesis is left.

```lean
/-- If the three-centre integral is differentiable in the two orbital centres jointly, its
operator-centre derivative exists and is minus the sum of its orbital-centre derivatives. -/
theorem threeCentre_operatorCentre (f v g : R3 → ℝ) {A B C : R3} {DA DB : R3 →L[ℝ] ℝ}
    (h : HasFDerivAt (fun p : R3 × R3 => threeCentre f v g p.1 p.2 C)
      (DA.coprod DB) (A, B)) :
    HasFDerivAt (fun C' => threeCentre f v g A B C') (-(DA + DB)) C :=
  hasFDerivAt_operatorCentre (threeCentre_shift f v g) h

/-- If the pVp integral is differentiable in the two orbital centres jointly, its operator-centre
derivative exists and is minus the sum of its orbital-centre derivatives. -/
theorem pVp_operatorCentre (f v g : R3 → ℝ) {A B C : R3} {DA DB : R3 →L[ℝ] ℝ}
    (h : HasFDerivAt (fun p : R3 × R3 => pVp f v g p.1 p.2 C) (DA.coprod DB) (A, B)) :
    HasFDerivAt (fun C' => pVp f v g A B C') (-(DA + DB)) C :=
  hasFDerivAt_operatorCentre (pVp_shift f v g) h
```

In both cases the differentiability of the integral in the orbital centres remains a hypothesis. Physically, it says that the matrix element responds linearly, to first order, to small displacements of the orbitals. For a particular basis set and potential it has to be established separately, for example by justifying differentiation under the integral sign.

## An atom that carries both an orbital and the potential

In a molecule the potential of a nucleus often sits where one of the orbitals is centred, and moving the atom moves both. Let the first orbital and the potential share the centre \(A\), while the second orbital belongs to another atom and stays at \(B\). A common shift by \(-h\) gives

\[
W(A+h,B,A+h)=W(A,B-h,A),
\]

so the derivative for moving the atom is \(-D_B\), where \(D_B\) is the derivative in the second orbital's centre. A single orbital-centre derivative suffices, and differentiability is assumed in that centre alone. The proof follows the pattern of the central theorem, with one moving argument in place of two.

```lean
/-- When the potential sits on the centre of the first orbital, the derivative of the pVp
integral for moving that atom is minus the derivative in the other orbital centre. -/
theorem pVp_movingAtom (f v g : R3 → ℝ) {A B : R3} {DB : R3 →L[ℝ] ℝ}
    (h : HasFDerivAt (fun B' => pVp f v g A B' A) DB B) :
    HasFDerivAt (fun A' => pVp f v g A' B A') (-DB) A := by
  have key : (fun A' => pVp f v g A' B A') = fun A' => pVp f v g A (B - (A' - A)) A := by
    funext A'
    have h1 := pVp_shift f v g (A' - A) A (B - (A' - A)) A
    simpa only [sub_add_cancel, add_sub_cancel] using h1
  have hs : HasFDerivAt (fun A' : R3 => B - (A' - A)) (-(ContinuousLinearMap.id ℝ R3)) A :=
    ((hasFDerivAt_id A).sub_const A).const_sub B
  have h' : HasFDerivAt (fun B' => pVp f v g A B' A) DB (B - (A - A)) := by
    simpa only [sub_self, sub_zero] using h
  have hc := HasFDerivAt.comp (f := fun A' : R3 => B - (A' - A)) A h' hs
  rw [key]
  refine hc.congr_fderiv (ContinuousLinearMap.ext fun x => ?_)
  show DB (-x) = -(DB x)
  rw [map_neg]
```

## Shift invariance read off from the derivatives

The relation between the three derivatives can also be turned around. Let \(F\) now be any function of three centres that is differentiable everywhere in the whole geometry, and follow it along a common displacement:

\[
\varphi(s)=F(A+st,\,B+st,\,C+st).
\]

By the chain rule, \(\varphi'(s)\) is the derivative of \(F\) at the displaced geometry, applied to \((t,t,t)\). If \(F\) is shift invariant, \(\varphi\) is constant and \(\varphi'(0)=0\). If, conversely, the derivative along every common displacement vanishes at every geometry, then \(\varphi'\) is zero throughout, so \(\varphi(1)=\varphi(0)\), which is shift invariance.

In the Lean proof, `path` computes \(\varphi'(s)\). The forward direction compares it at \(s=0\) with the derivative of a constant, using uniqueness of derivatives. The backward direction applies `is_const_of_deriv_eq_zero` between \(s=1\) and \(s=0\). It needs the derivative along the whole path, which is why differentiability is required everywhere and not just at one geometry.

```lean
/-- A differentiable function of three centres is shift invariant exactly when its derivative
along every common displacement of the centres vanishes. -/
theorem shiftInvariant_iff {F : R3 → R3 → R3 → ℝ} (hD : Differentiable ℝ (joint F)) :
    IsShiftInvariant F ↔ ∀ A B C t, fderiv ℝ (joint F) (A, B, C) (t, t, t) = 0 := by
  -- the derivative along the path on which all centres move together
  have path : ∀ (A B C t : R3) (s : ℝ),
      HasDerivAt (fun s : ℝ => F (A + s • t) (B + s • t) (C + s • t))
        (fderiv ℝ (joint F) (A + s • t, B + s • t, C + s • t) (t, t, t)) s := by
    intro A B C t s
    have hl : ∀ X : R3, HasDerivAt (fun s : ℝ => X + s • t) t s := fun X =>
      (((hasDerivAt_id s).smul_const t).const_add X).congr_deriv (one_smul ℝ t)
    have hγ := (hl A).prodMk ((hl B).prodMk (hl C))
    have hc := (hD _).hasFDerivAt.comp_hasDerivAt s hγ
    exact hc
  constructor
  · intro hF A B C t
    have h0 := path A B C t 0
    have hc : (fun s : ℝ => F (A + s • t) (B + s • t) (C + s • t)) = fun _ => F A B C :=
      funext fun s => hF (s • t) A B C
    rw [hc] at h0
    have h1 := h0.unique (hasDerivAt_const (0 : ℝ) (F A B C))
    simpa only [zero_smul, add_zero] using h1
  · intro h t A B C
    have h1 := is_const_of_deriv_eq_zero
      (f := fun s : ℝ => F (A + s • t) (B + s • t) (C + s • t))
      (fun s => (path A B C t s).differentiableAt)
      (fun s => (path A B C t s).deriv.trans (h _ _ _ _)) 1 0
    simpa only [one_smul, zero_smul, add_zero] using h1

end

end OperatorCentreDerivatives
```

```lean
#print axioms OperatorCentreDerivatives.threeCentre_operatorCentre
-- 'OperatorCentreDerivatives.threeCentre_operatorCentre' depends on axioms: [propext, Classical.choice, Quot.sound]
#print axioms OperatorCentreDerivatives.pVp_operatorCentre
-- 'OperatorCentreDerivatives.pVp_operatorCentre' depends on axioms: [propext, Classical.choice, Quot.sound]
#print axioms OperatorCentreDerivatives.pVp_movingAtom
-- 'OperatorCentreDerivatives.pVp_movingAtom' depends on axioms: [propext, Classical.choice, Quot.sound]
#print axioms OperatorCentreDerivatives.shiftInvariant_iff
-- 'OperatorCentreDerivatives.shiftInvariant_iff' depends on axioms: [propext, Classical.choice, Quot.sound]
```
